# Non-interacting electrons above the chemical potential, with a constant density of states g, carry excitation energy (π²/12) g (k_BT)²

The theorem `half_line_energy` states that the integral of x/(1 + eˣ) over x > 0 equals π²/12. Here x is a single-particle energy measured from the chemical potential in units of k_BT, and 1/(1 + eˣ) is the Fermi–Dirac occupation, so the integral is the energy of the electrons above that level, in reduced units. The model takes the electrons as non-interacting, with a constant density of states that extends upwards without limit. The proof expands the integrand in a series of Boltzmann factors with alternating signs, integrates term by term, and identifies the result with the alternating sum of 1/(n + 1)², which is π²/12.

The first attempt, which Lean rejects:

```lean
import Mathlib

open MeasureTheory Set Filter Topology

namespace FermiSmearing

noncomputable section

/-- Particle-hole symmetry: the hole occupation at `x` is the electron occupation at `-x`. -/
theorem hole_occupation (x : ℝ) :
    1 - 1 / (1 + Real.exp x) = 1 / (1 + Real.exp (-x)) := by
  have h : Real.exp x * Real.exp (-x) = 1 := by rw [← Real.exp_add]; simp
  have h1 : 1 + Real.exp x ≠ 0 := by positivity
  have h2 : 1 + Real.exp (-x) ≠ 0 := by positivity
  rw [sub_eq_iff_eq_add, div_add_div _ _ h2 h1, eq_div_iff (mul_ne_zero h2 h1)]
  linear_combination h

private lemma moment {r : ℝ} (hr : 0 < r) :
    ∫ x in Ioi (0 : ℝ), x * Real.exp (-(r * x)) = 1 / r ^ 2 := by
  have h := Real.integral_rpow_mul_exp_neg_mul_Ioi (a := 2) (r := r) two_pos hr
  have e : (2 : ℝ) - 1 = 1 := by norm_num
  rw [e, Real.Gamma_two, Real.rpow_two, mul_one] at h
  simpa only [Real.rpow_one, one_div, inv_pow] using h

private lemma moment_integrable {r : ℝ} (hr : 0 < r) :
    Integrable (fun x : ℝ => x * Real.exp (-(r * x))) (volume.restrict (Ioi 0)) := by
  by_contra h
  have h0 : 1 / r ^ 2 = 0 := (moment hr).symm.trans (integral_undef h)
  have h1 : 0 < 1 / r ^ 2 := by positivity
  exact h1.ne' h0

private lemma hasSum_of_eq {f g : ℕ → ℝ} {a b : ℝ} (h : HasSum f a)
    (hf : ∀ n, g n = f n) (hab : b = a) : HasSum g b := by
  obtain rfl : g = f := funext hf
  subst hab
  exact h

private lemma alternating_sum :
    HasSum (fun n : ℕ => (-1 : ℝ) ^ n * (1 / ((n : ℝ) + 1) ^ 2)) (Real.pi ^ 2 / 12) := by
  have h := hasSum_zeta_two
  have inj : Function.Injective (fun n : ℕ => 2 * n) := fun a b hab => by
    dsimp only at hab; omega
  -- the even terms carry a quarter of the full sum
  have ev : HasSum (fun n : ℕ => if Even n then 1 / (n : ℝ) ^ 2 else 0)
      (Real.pi ^ 2 / 24) := by
    refine (inj.hasSum_iff ?_).mp ?_
    · intro n hn
      rw [if_neg]
      rintro ⟨k, rfl⟩
      exact hn ⟨k, two_mul k⟩
    · refine hasSum_of_eq (h.mul_left (1 / 4)) (fun n => ?_) ?_
      · show (if Even (2 * n) then 1 / ((2 * n : ℕ) : ℝ) ^ 2 else 0)
          = 1 / 4 * (1 / (n : ℝ) ^ 2)
        rw [if_pos (even_two_mul n)]
        push_cast
        ring
      · ring
  have h3 := (hasSum_nat_add_iff' 1).mpr (h.sub (ev.mul_left 2))
  refine hasSum_of_eq h3 (fun n => ?_) ?_
  · rcases Nat.even_or_odd n with he | ho
    · have h' : ¬ Even (n + 1) := by simpa [Nat.even_add_one] using he
      rw [if_neg h', he.neg_one_pow]
      push_cast
      ring
    · rw [if_pos ho.add_one, ho.neg_one_pow]
      push_cast
      ring
  · rw [Finset.sum_range_one]
    simp only [Nat.cast_zero]
    split_ifs <;> ring

private lemma boltzmann_series {x : ℝ} (hx : 0 < x) :
    HasSum (fun n : ℕ => (-1 : ℝ) ^ n * (x * Real.exp (-(((n : ℝ) + 1) * x))))
      (x / (1 + Real.exp x)) := by
  have hlt : ‖-Real.exp (-x)‖ < 1 := by
    rw [norm_neg, Real.norm_of_nonneg (Real.exp_pos _).le, Real.exp_lt_one_iff]
    linarith
  refine hasSum_of_eq ((hasSum_geometric_of_norm_lt_one hlt).mul_left (x * Real.exp (-x)))
    (fun n => ?_) ?_
  · have h : Real.exp (-(((n : ℝ) + 1) * x)) = Real.exp (-x) * Real.exp (-x) ^ n := by
      rw [← Real.exp_nat_mul, ← Real.exp_add]
      congr 1
      ring
    rw [h, neg_pow (Real.exp (-x))]
    ring
  · have q := hole_occupation (-x)
    rw [neg_neg] at q
    have h2 : 1 + Real.exp (-x) ≠ 0 := by positivity
    rw [sub_neg_eq_add, div_eq_mul_one_div, ← q]
    linear_combination (-x) * mul_inv_cancel₀ h2

/-- The thermal energy of the electrons above the Fermi level, in reduced units. -/
theorem half_line_energy :
    ∫ x in Ioi (0 : ℝ), x / (1 + Real.exp x) = Real.pi ^ 2 / 12 := by
  have hs : Summable (fun n : ℕ => ∫ x in Ioi (0 : ℝ),
      ‖(-1 : ℝ) ^ n * (x * Real.exp (-(((n : ℝ) + 1) * x)))‖) := by
    refine ((summable_nat_add_iff 1).mpr hasSum_zeta_two.summable).congr fun n => ?_
    rw [Nat.cast_add, Nat.cast_one, ← moment (by positivity : (0 : ℝ) < (n : ℝ) + 1)]
    refine setIntegral_congr_fun measurableSet_Ioi fun x hx => ?_
    have hp : 0 ≤ x * Real.exp (-(((n : ℝ) + 1) * x)) :=
      mul_nonneg (le_of_lt hx) (Real.exp_pos _).le
    simp only [norm_mul (_ ^ n), norm_pow, norm_neg, norm_one, one_pow, one_mul,
      Real.norm_of_nonneg hp]
  -- integrate the Boltzmann series term by term
  have h := hasSum_integral_of_summable_integral_norm
    (fun n : ℕ => (moment_integrable (by positivity : (0 : ℝ) < (n : ℝ) + 1)).const_mul
      ((-1 : ℝ) ^ n)) hs
  rw [setIntegral_congr_fun measurableSet_Ioi
    (fun x hx => (boltzmann_series hx).tsum_eq)] at h
  refine h.unique ?_
  convert alternating_sum using 1
  funext n
  rw [integral_const_mul, moment (by positivity)]

end

end FermiSmearing
```

Messages:

```
Main.lean:112:2: error: Tactic `apply` failed: could not unify the conclusion of `@funext`
  ?f = ?g
with the goal
  Real.normedAddCommGroup.toAddCommMonoid = Real.instAddCommMonoid

Note: The full type of `@funext` is
  ∀ {α : Sort ?u.158} {β : α → Sort ?u.157} {f g : (x : α) → β x}, (∀ (x : α), f x = g x) → f = g

case e'_3
hs : Summable fun n => ∫ (x : ℝ) in Ioi 0, ‖(-1) ^ n * (x * Real.exp (-((↑n + 1) * x)))‖
h :
  HasSum (fun x => ∫ (a : ℝ) in Ioi 0, (-1) ^ x * (a * Real.exp (-((↑x + 1) * a))))
    (∫ (x : ℝ) in Ioi 0, x / (1 + Real.exp x))
⊢ Real.normedAddCommGroup.toAddCommMonoid = Real.instAddCommMonoid
```

Cause. When the error occurs, `h` already says that the integrated terms sum to the wanted integral, and what is left is to show that they also sum to π²/12. `convert alternating_sum using 1` compares that goal with `alternating_sum` argument by argument. One argument of `HasSum` is the additive structure on the reals, which the goal reaches through `Real.normedAddCommGroup` and `alternating_sum` through `Real.instAddCommMonoid`. `convert` left the equality of the two as a goal of its own, ahead of the one about the terms. `funext n` therefore met an equation between structures, where it needs one between functions, and the message reports this mismatch.

The two structures are equal by definition, so Lean can accept one for the other when it checks a term against the goal. The repair relies on this: `refine` applies the file's own lemma `hasSum_of_eq` to `alternating_sum`, and no equation between structures is produced. The sums agree by `rfl`, and only the equality of the terms at each `n` remains, which the unchanged `rw` line proves.

The repair, with which the file compiles:

```diff
@@ -109,6 +109,5 @@
     (fun x hx => (boltzmann_series hx).tsum_eq)] at h
   refine h.unique ?_
-  convert alternating_sum using 1
-  funext n
+  refine hasSum_of_eq alternating_sum (fun n => ?_) rfl
   rw [integral_const_mul, moment (by positivity)]
 
```
